# Chebyshev filtering of an isolated ground state, with a bound quadratic in the degree

Projection methods extract the ground state of a Hamiltonian H from a trial state by damping the excited components, and to bound the damping we describe the spectrum here by conditions on eigenvectors, not by an ordered list of eigenvalues. Let H be a symmetric operator on a finite-dimensional real inner product space. Its lowest energy E0 is non-degenerate with eigenvector φ, and all other eigenvalues lie in [a, b], where E0 < a < b. The numbers a and b may be bounds on the excited spectrum; they need not be eigenvalues.

With Tₙ the Chebyshev polynomial of the first kind, define

d = 2(a − E0)/(b − a),
F = Tₙ((a + b − 2H)/(b − a)) / Tₙ(1 + d).

Then Fφ = φ, and ‖Fv‖ ≤ ‖v‖/(1 + n²d) for every v orthogonal to φ. A trial state cφ + v thus becomes cφ + Fv. F is called a projector in the loose sense of projection methods: in general F² ≠ F.

## Growth at the ground state, boundedness on the excited band

An eigenvector of energy E is multiplied by Tₙ(x(E))/Tₙ(1 + d), where

x(E) = (a + b − 2E)/(b − a).

Here x(E0) = 1 + d, x(a) = 1 and x(b) = −1. The first value gives Fφ = φ, and the band [a, b] is mapped onto [−1, 1].

Write tₖ = Tₖ(1 + d). Then t₀ = 1, t₁ = 1 + d, and the recurrence tₖ₊₂ = 2(1 + d)tₖ₊₁ − tₖ gives

tₖ₊₂ − tₖ₊₁ = (tₖ₊₁ − tₖ) + 2d tₖ₊₁.

Suppose that tₖ ≥ 1 + k²d and tₖ₊₁ − tₖ ≥ (2k + 1)d, as is true for k = 0. Adding the two gives tₖ₊₁ ≥ 1 + (k + 1)²d ≥ 1, so the next increment is at least (2k + 1)d + 2d = (2k + 3)d. By induction tₙ ≥ 1 + n²d.

On the band, x = cos θ gives Tₙ(x) = cos nθ, hence |Tₙ(x)| ≤ 1.

Now expand v = Σ cᵢeᵢ in an orthonormal eigenbasis, Heᵢ = μᵢeᵢ. Then

‖Fv‖² = Σ cᵢ² Tₙ(x(μᵢ))² / tₙ².

If μᵢ = E0, then eᵢ is a multiple of φ and cᵢ = 0. In all other terms Tₙ(x(μᵢ))² ≤ 1. Therefore ‖Fv‖ ≤ ‖v‖/tₙ ≤ ‖v‖/(1 + n²d).

For n = 0 the filter is the identity. For n = 1 it is (a + b − 2H)/(a + b − 2E0), and t₁ equals the bound 1 + d. For fixed n and a closing gap, d → 0, one has tₙ = 1 + n²d + O(d²), whereas the same linear filter (a + b − 2H)/(a + b − 2E0) repeated n times, with equally many applications of H, gives (1 + d)ⁿ = 1 + nd + O(d²). For fixed d > 0 and large n the quadratic bound is far below tₙ, since tₙ = cosh(n arcosh(1 + d)) grows exponentially with n. These two remarks are side calculations and have no theorem in the code below.

## The spectrum and the filter in Lean

The space `V` is a real inner product space; finite dimension is added only where an eigenbasis is needed.

```lean
import Mathlib

open Polynomial Polynomial.Chebyshev
open scoped InnerProductSpace

namespace ChebyshevProjector

noncomputable section

variable {V : Type*} [NormedAddCommGroup V] [InnerProductSpace ℝ V]
```

The structure `IsolatedLevel` collects the assumptions. The field `simple` says that every solution of Hv = E0 v is a multiple of φ, and `band` confines every other eigenvalue. No normalisation of φ is required. Even φ = 0 is admitted, in which case E0 is not an eigenvalue and the contraction applies to all vectors; the physical reading takes φ ≠ 0.

```lean
/-- The Hamiltonian `H` is symmetric, the solutions of `H v = E0 v` are the multiples of `φ`,
and all other eigenvalues lie in the band `[a, b]`, where `E0 < a < b`. -/
structure IsolatedLevel (H : V →ₗ[ℝ] V) (φ : V) (E0 a b : ℝ) : Prop where
  symm : H.IsSymmetric
  eigen : H φ = E0 • φ
  simple : ∀ v, H v = E0 • v → ∃ c : ℝ, v = c • φ
  band : ∀ (μ : ℝ) (v : V), v ≠ 0 → H v = μ • v → μ ≠ E0 → a ≤ μ ∧ μ ≤ b
  gap : E0 < a
  width : a < b
```

The relative gap `relGap` is d, the distance from E0 to the band in units of half the band width.

```lean
/-- The relative gap `d = 2 (a - E0) / (b - a)`, for `a ≠ b`. -/
def relGap (E0 a b : ℝ) : ℝ := 2 * (a - E0) / (b - a)
```

The operator `scaledH` is x(H), with `1` as the identity operator.

```lean
/-- The rescaled Hamiltonian `(a + b - 2 H) / (b - a)`, for `a ≠ b`. -/
def scaledH (H : V →ₗ[ℝ] V) (a b : ℝ) : V →ₗ[ℝ] V :=
  (b - a)⁻¹ • ((a + b) • (1 : Module.End ℝ V) - (2 : ℝ) • H)
```

In `chebFilter`, `aeval` substitutes this operator into the polynomial `T ℝ n`. The energy E0 enters only through the normalisation, so a wrong value would only multiply the filtered vector by a nonzero real number, possibly negative, as long as the denominator stays nonzero; the physical state is the same.

```lean
/-- The Chebyshev filter `T_n((a + b - 2 H) / (b - a)) / T_n(1 + d)`, for `a ≠ b` and
`T_n(1 + d) ≠ 0`. -/
def chebFilter (H : V →ₗ[ℝ] V) (E0 a b : ℝ) (n : ℕ) : Module.End ℝ V :=
  ((T ℝ n).eval (1 + relGap E0 a b))⁻¹ • aeval (R := ℝ) (A := Module.End ℝ V)
    (scaledH H a b) (T ℝ n)
```

## Two bounds on the polynomial

The statement `key` carries the value and the increment through the induction together. Mathlib indexes Chebyshev polynomials by integers, hence the casts. The product `h5` is d(tₖ₊₁ − 1) ≥ 0, which supplies the extra 2d in the increment.

```lean
/-- The Chebyshev polynomial satisfies the lower bound `T_n(1 + d) ≥ 1 + n² d`, for `d ≥ 0`. -/
theorem chebyshev_growth {d : ℝ} (hd : 0 ≤ d) (n : ℕ) :
    1 + (n : ℝ) ^ 2 * d ≤ (T ℝ n).eval (1 + d) := by
  -- values and increments are bounded together
  have key : ∀ k : ℕ, 1 + (k : ℝ) ^ 2 * d ≤ (T ℝ (k : ℤ)).eval (1 + d) ∧
      (2 * (k : ℝ) + 1) * d ≤
        (T ℝ ((k : ℤ) + 1)).eval (1 + d) - (T ℝ (k : ℤ)).eval (1 + d) := by
    intro k
    induction k with
    | zero => constructor <;> simp
    | succ k ih =>
      obtain ⟨h1, h2⟩ := ih
      have hrec : (T ℝ ((k : ℤ) + 2)).eval (1 + d) =
          2 * (1 + d) * (T ℝ ((k : ℤ) + 1)).eval (1 + d) - (T ℝ (k : ℤ)).eval (1 + d) := by
        rw [T_add_two]
        simp
      have h3 : 1 + ((k : ℝ) + 1) ^ 2 * d ≤ (T ℝ ((k : ℤ) + 1)).eval (1 + d) := by
        linarith
      have h4 : 0 ≤ ((k : ℝ) + 1) ^ 2 * d := by positivity
      have h5 : 0 ≤ d * ((T ℝ ((k : ℤ) + 1)).eval (1 + d) - 1) :=
        mul_nonneg hd (by linarith)
      have e : ((k : ℤ) + 1) + 1 = (k : ℤ) + 2 := by ring
      push_cast
      rw [e, hrec]
      exact ⟨h3, by linarith⟩
  exact (key n).1
```

The cosine formula is applied at θ = arccos x.

```lean
/-- The Chebyshev polynomial is bounded by `|T_n(x)| ≤ 1` for `-1 ≤ x ≤ 1`. -/
theorem chebyshev_bounded {x : ℝ} (h1 : -1 ≤ x) (h2 : x ≤ 1) (n : ℕ) :
    |(T ℝ n).eval x| ≤ 1 := by
  have h := T_real_cos (Real.arccos x) (n : ℤ)
  rw [Real.cos_arccos h1 h2] at h
  rw [h]
  exact Real.abs_cos_le_one _
```

## From polynomial values to amplitudes

A polynomial of an operator acts on an eigenvector through its value at the eigenvalue. The proof treats powers first, then monomials and sums.

```lean
/-- A polynomial `p` of an operator multiplies an eigenvector with eigenvalue `μ` by `p(μ)`. -/
theorem aeval_eigen {A : Module.End ℝ V} {μ : ℝ} {e : V} (he : A e = μ • e) (p : ℝ[X]) :
    aeval A p e = p.eval μ • e := by
  have hpow : ∀ k : ℕ, (A ^ k) e = μ ^ k • e := by
    intro k
    induction k with
    | zero => simp
    | succ k ih => rw [pow_succ', Module.End.mul_apply, ih, map_smul, he, smul_smul, pow_succ]
  induction p using Polynomial.induction_on' with
  | add p q hp hq => rw [map_add, LinearMap.add_apply, hp, hq, eval_add, add_smul]
  | monomial k c =>
    rw [aeval_monomial, Module.End.mul_apply, Module.algebraMap_end_apply, hpow,
      eval_monomial, smul_smul]
```

Applied to `scaledH`, this gives the multiplier Tₙ(x(μ))/Tₙ(1 + d).

```lean
/-- The filter multiplies an eigenvector of energy `μ` by
`T_n((a + b - 2 μ) / (b - a)) / T_n(1 + d)`. -/
theorem filter_eigen {H : V →ₗ[ℝ] V} {μ : ℝ} {v : V} (E0 a b : ℝ) (n : ℕ)
    (h : H v = μ • v) :
    chebFilter H E0 a b n v = ((T ℝ n).eval ((a + b - 2 * μ) / (b - a)) /
      (T ℝ n).eval (1 + relGap E0 a b)) • v := by
  have hs : scaledH H a b v = ((a + b - 2 * μ) / (b - a)) • v := by
    change (b - a)⁻¹ • ((a + b) • v - (2 : ℝ) • H v) = _
    rw [h, smul_smul, ← sub_smul, smul_smul, div_eq_inv_mul]
  rw [chebFilter, LinearMap.smul_apply, aeval_eigen hs, smul_smul, inv_mul_eq_div]
```

The central Mathlib device in the next proof is `eigenvectorBasis`, which turns the symmetry of H into an orthonormal basis of eigenvectors. Its argument `rfl` sets the number of basis vectors equal to the dimension of `V`. The `choose` step then names an energy `μ i` for each of them. `parseval` writes squared norms as sums of squared amplitudes, and `hP` gives each amplitude after filtering. The squared norms are compared term by term, and `by_cases` separates the level E0 from the band.

```lean
/-- In finite dimension and for an isolated level, the filter shrinks every vector orthogonal to `φ`
by at least the factor `1 / T_n(1 + d)`. -/
theorem filter_contracts [FiniteDimensional ℝ V] {H : V →ₗ[ℝ] V} {φ : V} {E0 a b : ℝ}
    (h : IsolatedLevel H φ E0 a b) (n : ℕ) {v : V} (hv : ⟪φ, v⟫_ℝ = 0) :
    ‖chebFilter H E0 a b n v‖ ≤ ‖v‖ / (T ℝ n).eval (1 + relGap E0 a b) := by
  have hw : 0 < b - a := sub_pos.mpr h.width
  have hd : 0 < relGap E0 a b := div_pos (by linarith [h.gap]) hw
  have ht : 0 < (T ℝ n).eval (1 + relGap E0 a b) :=
    lt_of_lt_of_le (by positivity) (chebyshev_growth hd.le n)
  let B := h.symm.eigenvectorBasis rfl
  have hB : ∀ i, ∃ μ : ℝ, H (B i) = μ • B i :=
    fun i => ⟨_, h.symm.apply_eigenvectorBasis rfl i⟩
  choose μ hμ using hB
  have parseval : ∀ x : V, ‖x‖ ^ 2 = ∑ i, ⟪B i, x⟫_ℝ ^ 2 := by
    intro x
    rw [← B.repr.norm_map x, EuclideanSpace.norm_sq_eq]
    simp only [B.repr_apply_apply, Real.norm_eq_abs, sq_abs]
  -- the filter acts on each eigenbasis amplitude separately
  have hF := fun j => filter_eigen E0 a b n (hμ j)
  have hP : ∀ i, ⟪B i, chebFilter H E0 a b n v⟫_ℝ = ⟪B i, v⟫_ℝ *
      ((T ℝ n).eval ((a + b - 2 * μ i) / (b - a)) / (T ℝ n).eval (1 + relGap E0 a b)) := by
    intro i
    conv_lhs => rw [← B.sum_repr' v]
    simp only [map_sum, map_smul, hF, smul_smul]
    rw [B.orthonormal.inner_right_fintype]
  rw [le_div_iff₀ ht]
  refine le_of_sq_le_sq ?_ (norm_nonneg v)
  rw [mul_pow, parseval (chebFilter H E0 a b n v), parseval v, Finset.sum_mul]
  refine Finset.sum_le_sum fun i _ => ?_
  rw [hP, ← mul_pow, mul_assoc, div_mul_cancel₀ _ ht.ne', mul_pow]
  by_cases hE : μ i = E0
  · -- the level `E0` is absent from `v`
    obtain ⟨c, hc⟩ := h.simple (B i) (by rw [hμ i, hE])
    have hz : ⟪B i, v⟫_ℝ = 0 := by rw [hc, real_inner_smul_left, hv, mul_zero]
    rw [hz]
    simp
  · -- all other levels lie in the band, where `|T_n| ≤ 1`
    obtain ⟨ha, hb⟩ := h.band (μ i) (B i) (B.orthonormal.ne_zero i) (hμ i) hE
    have hT := chebyshev_bounded (x := (a + b - 2 * μ i) / (b - a))
      (by rw [le_div_iff₀ hw]; linarith) (by rw [div_le_iff₀ hw]; linarith) n
    exact mul_le_of_le_one_right (sq_nonneg _) ((sq_le_one_iff_abs_le_one _).mpr hT)
```

The main theorem combines this contraction with the growth bound, and obtains Fφ = φ from x(E0) = 1 + d.

```lean
/-- Chebyshev projector: in finite dimension and for an isolated level, the filter fixes `φ` and
shrinks every vector orthogonal to `φ` by at least the factor `1 / (1 + n² d)`. -/
theorem chebyshev_projector [FiniteDimensional ℝ V] {H : V →ₗ[ℝ] V} {φ : V} {E0 a b : ℝ}
    (h : IsolatedLevel H φ E0 a b) (n : ℕ) :
    chebFilter H E0 a b n φ = φ ∧ ∀ v, ⟪φ, v⟫_ℝ = 0 →
      ‖chebFilter H E0 a b n v‖ ≤ ‖v‖ / (1 + (n : ℝ) ^ 2 * relGap E0 a b) := by
  have hw : 0 < b - a := sub_pos.mpr h.width
  have hd : 0 < relGap E0 a b := div_pos (by linarith [h.gap]) hw
  have hg := chebyshev_growth hd.le n
  have ht : 0 < (T ℝ n).eval (1 + relGap E0 a b) := lt_of_lt_of_le (by positivity) hg
  constructor
  · -- the level `E0` is mapped to the point `1 + d`
    have hx : (a + b - 2 * E0) / (b - a) = 1 + relGap E0 a b := by
      rw [relGap, div_eq_iff hw.ne', add_mul, div_mul_cancel₀ _ hw.ne']
      ring
    rw [filter_eigen E0 a b n h.eigen, hx, div_self ht.ne', one_smul]
  · intro v hv
    exact (filter_contracts h n hv).trans
      (div_le_div_of_nonneg_left (norm_nonneg v) (by positivity) hg)
```

In electronic structure and projector Monte Carlo, this bounds the excited-state contamination left by a filter applied exactly to a real symmetric H in a finite basis. The step to an actual Monte Carlo run is the stochastic application of H, whose sampling noise the hypotheses leave out.

## The band edge and a three-level example

If a is itself an eigenvalue, its eigenvector χ is reduced by exactly 1/Tₙ(1 + d), because x(a) = 1 and Tₙ(1) = 1. The bound in `filter_contracts` is then attained.

```lean
/-- For `E0 < a < b` the filter shrinks an eigenvector at the lower band edge `a` by exactly the
factor `1 / T_n(1 + d)`: multiplying the result by `T_n(1 + d)` restores the vector. -/
theorem band_edge_sharp {H : V →ₗ[ℝ] V} {E0 a b : ℝ} (hgap : E0 < a) (hab : a < b) (n : ℕ)
    {χ : V} (hχ : H χ = a • χ) :
    (T ℝ n).eval (1 + relGap E0 a b) • chebFilter H E0 a b n χ = χ := by
  have hw : 0 < b - a := sub_pos.mpr hab
  have hd : 0 < relGap E0 a b := div_pos (by linarith) hw
  have ht : 0 < (T ℝ n).eval (1 + relGap E0 a b) :=
    lt_of_lt_of_le (by positivity) (chebyshev_growth hd.le n)
  -- the band edge is mapped to the point `1`, where `T_n = 1`
  have hx : (a + b - 2 * a) / (b - a) = 1 := by
    rw [div_eq_iff hw.ne']
    ring
  have h1 : (T ℝ n).eval (1 : ℝ) = 1 := by simp
  rw [filter_eigen E0 a b n hχ, hx, h1, smul_smul, mul_one_div_cancel ht.ne', one_smul]
```

A diagonal Hamiltonian provides an example. In its definition the letter `d` denotes the list of energies, not the relative gap.

```lean
/-- The three-level Hamiltonian that is diagonal with energies `d 0`, `d 1`, `d 2`. -/
def diagonalH (d : Fin 3 → ℝ) : EuclideanSpace ℝ (Fin 3) →ₗ[ℝ] EuclideanSpace ℝ (Fin 3) where
  toFun v := WithLp.toLp 2 (fun i => d i * v i)
  map_add' u v := by
    ext i
    exact mul_add (d i) (u i) (v i)
  map_smul' c v := by
    ext i
    exact mul_left_comm (d i) c (v i)
```

For energies 0, 1, 3 and the band [1, 3], the relative gap is 1. At n = 2 the excited states shrink by T₂(2) = 7, against the guaranteed 5. The proof of `band` picks a nonzero component of the eigenvector and reads the eigenvalue from it.

```lean
/-- The three-level Hamiltonian with energies 0, 1, 3 has the isolated level `E0 = 0` below the
band `[1, 3]`. -/
theorem isolatedLevel_witness :
    IsolatedLevel (diagonalH ![0, 1, 3]) (EuclideanSpace.single 0 1) 0 1 3 where
  symm := by
    intro u v
    simp [diagonalH, PiLp.inner_apply, Fin.sum_univ_three]
    ring
  eigen := by
    ext i
    fin_cases i <;> simp [diagonalH]
  simple := by
    intro v hv
    have h1 := congrArg (fun w : EuclideanSpace ℝ (Fin 3) => w 1) hv
    have h2 := congrArg (fun w : EuclideanSpace ℝ (Fin 3) => w 2) hv
    simp [diagonalH] at h1 h2
    refine ⟨v 0, ?_⟩
    ext i
    fin_cases i <;> simp [h1, h2]
  band := by
    intro μ v hv0 hv hμ
    -- some component is nonzero, and it fixes the eigenvalue
    obtain ⟨i, hi⟩ : ∃ i, v i ≠ 0 := by
      by_contra hc
      refine hv0 ?_
      ext i
      exact not_not.mp fun hi => hc ⟨i, hi⟩
    have h : (![0, 1, 3] : Fin 3 → ℝ) i * v i = μ * v i :=
      congrArg (fun w : EuclideanSpace ℝ (Fin 3) => w i) hv
    have hm : μ = (![0, 1, 3] : Fin 3 → ℝ) i := (mul_right_cancel₀ hi h).symm
    fin_cases i
    · exact absurd hm hμ
    · have h1 : μ = 1 := hm
      constructor <;> linarith
    · have h3 : μ = 3 := hm
      constructor <;> linarith
  gap := by norm_num
  width := by norm_num

end

end ChebyshevProjector
```

```lean
#print axioms ChebyshevProjector.chebyshev_bounded
-- 'ChebyshevProjector.chebyshev_bounded' depends on axioms: [propext, Classical.choice, Quot.sound]
#print axioms ChebyshevProjector.chebyshev_projector
-- 'ChebyshevProjector.chebyshev_projector' depends on axioms: [propext, Classical.choice, Quot.sound]
#print axioms ChebyshevProjector.band_edge_sharp
-- 'ChebyshevProjector.band_edge_sharp' depends on axioms: [propext, Classical.choice, Quot.sound]
```
